# The secular determinant of the cubic Luttinger Hamiltonian is a perfect square

The four-band Luttinger model describes a fourfold-degenerate valence-band top at zero wavevector, as in the cubic semiconductor germanium, by spin-3/2 matrices $J_i$ and band parameters $g_1,g_2,g_3$. Suppose a code for this model enters the mixed term $J_iJ_j+J_jJ_i$ ($i\ne j$) with a stray factor ½. Its bands along [100] are still correct, because the term vanishes there, but along [111] the inverse masses come out as $g_1\pm g_3$ instead of $g_1\pm 2g_3$. A test along [100] alone therefore lets this error through. The theorems below give the energies in closed form for every direction, for real band parameters and real wavevectors, so such a code can be tested at any wavevector.

Energies are hole energies in units of $\hbar^2/2m_0$, with $m_0$ the free-electron mass, and spin is in units of $\hbar$. The wavevector is $(x,y,z)$, and $k^2=x^2+y^2+z^2$.

## Spin matrices and the Hamiltonian

```lean
import Mathlib

open Matrix

namespace LuttingerInvariants

noncomputable section
```

This loads the mathematics library Mathlib and opens a namespace for the names that follow.

```lean
/-- The number √3 as a complex matrix element. -/
def s3 : ℂ := ((Real.sqrt 3 : ℝ) : ℂ)
```

`s3` is $\sqrt3$, taken as a real number and then regarded as complex.

```lean
/-- The spin-3/2 matrix w Jz + (u J₊ + v J₋)/2 in the basis m = 3/2, 1/2, -1/2, -3/2. -/
def spin (u v w : ℂ) : Matrix (Fin 4) (Fin 4) ℂ :=
  !![3 * w / 2, s3 * u / 2, 0, 0; s3 * v / 2, w / 2, u, 0;
     0, v, -w / 2, s3 * u / 2; 0, 0, s3 * v / 2, -3 * w / 2]
```

`Matrix (Fin 4) (Fin 4) ℂ` is the type of complex 4×4 matrices. Indices 0 to 3 stand for $m=\tfrac32,\tfrac12,-\tfrac12,-\tfrac32$. The entries are those of $wJ_z+(uJ_++vJ_-)/2$, where $J_+$ has elements $\sqrt3,2,\sqrt3$ above the diagonal and $J_-$ is its transpose.

```lean
/-- The x component of spin 3/2. -/
def Jx : Matrix (Fin 4) (Fin 4) ℂ := spin 1 1 0
```

Here $J_x=(J_++J_-)/2$.

```lean
/-- The y component of spin 3/2. -/
def Jy : Matrix (Fin 4) (Fin 4) ℂ := spin (-Complex.I) Complex.I 0
```

Here $J_y=(J_+-J_-)/2i$, hence the coefficients $-i$ and $i$.

```lean
/-- The z component of spin 3/2. -/
def Jz : Matrix (Fin 4) (Fin 4) ℂ := spin 0 0 1
```

$J_z$ is diagonal, with entries $m$.

```lean
/-- The cubic Luttinger Hamiltonian at wavevector (x, y, z). -/
def luttinger (g1 g2 g3 x y z : ℝ) : Matrix (Fin 4) (Fin 4) ℂ :=
  ((g1 + 5 * g2 / 2) * (x ^ 2 + y ^ 2 + z ^ 2) : ℂ) • (1 : Matrix (Fin 4) (Fin 4) ℂ)
  - (2 * g2 : ℂ) • ((x ^ 2 : ℂ) • (Jx * Jx) + (y ^ 2 : ℂ) • (Jy * Jy) + (z ^ 2 : ℂ) • (Jz * Jz))
  - (2 * g3 : ℂ) • ((x * y : ℂ) • (Jx * Jy + Jy * Jx) + (y * z : ℂ) • (Jy * Jz + Jz * Jy)
    + (z * x : ℂ) • (Jz * Jx + Jx * Jz))
```

The sign `•` multiplies a matrix by a number. In ordinary notation, with $k_i$ the components of $(x,y,z)$,
$$H=(g_1+\tfrac52g_2)k^2-2g_2\sum_i k_i^2J_i^2-2g_3\sum_{i<j}k_ik_j(J_iJ_j+J_jJ_i).$$
The constants $g_1,g_2,g_3$ summarise the free-electron kinetic term and the action of remote bands on the valence-band top; they are inputs here. The model keeps four bands and terms quadratic in the wavevector, so it has no split-off band, strain, magnetic field or linear terms.

```lean
/-- The quartic cubic invariant g2² k⁴ + 3 (g3² - g2²) (x²y² + y²z² + z²x²). -/
def splitSq (g2 g3 x y z : ℝ) : ℝ :=
  g2 ^ 2 * (x ^ 2 + y ^ 2 + z ^ 2) ^ 2
    + 3 * (g3 ^ 2 - g2 ^ 2) * (x ^ 2 * y ^ 2 + y ^ 2 * z ^ 2 + z ^ 2 * x ^ 2)
```

Write $C=x^2y^2+y^2z^2+z^2x^2$. Then `splitSq` is $S=g_2^2k^4+3(g_3^2-g_2^2)C$.

```lean
/-- Diagonal element of the Hamiltonian for m = 3/2 and m = -3/2, measured from g1 k². -/
def diagTerm (g2 x y z : ℝ) : ℂ := g2 * (x ^ 2 + y ^ 2 - 2 * z ^ 2)
```

This will be the diagonal element for $m=\pm\tfrac32$, $d=g_2(x^2+y^2-2z^2)$.

```lean
/-- Matrix element between the states m = 3/2 and m = 1/2. -/
def oneStep (g3 x y z : ℝ) : ℂ := -2 * g3 * s3 * z * (x - Complex.I * y)
```

This is $t=-2\sqrt3\,g_3z(x-iy)$, which connects $m=\tfrac32$ and $m=\tfrac12$.

```lean
/-- Matrix element between states whose m differs by two. -/
def twoStep (g2 g3 x y : ℝ) : ℂ :=
  -s3 * g2 * (x ^ 2 - y ^ 2) + 2 * Complex.I * s3 * g3 * x * y
```

This is $r=-\sqrt3\,g_2(x^2-y^2)+2i\sqrt3\,g_3xy$, which connects states two steps apart.

```lean
/-- The 4×4 pattern with diagonal q, -q, -q, q, outer one-step elements t, t' and -t, -t', middle
one-step elements zero, and two-step elements r, r'. -/
def block (q t t' r r' : ℂ) : Matrix (Fin 4) (Fin 4) ℂ :=
  !![q, t, r, 0; t', -q, 0, r; r', 0, -q, -t; 0, r', -t', q]
```

The first argument, `q`, will receive $d$. In 2×2 blocks the pattern is
$$B=\begin{pmatrix}A&r\\r'&-A\end{pmatrix},\qquad A=\begin{pmatrix}d&t\\t'&-d\end{pmatrix},$$
where $r$ and $r'$ multiply the 2×2 identity.

## From the invariants to four matrix elements

```lean
/-- The matrix element √3 squares to 3. -/
theorem s3_sq : s3 ^ 2 = 3 := by
  rw [s3, ← Complex.ofReal_pow, Real.sq_sqrt (by norm_num)]
  norm_num
```

A theorem consists of a statement, then `:= by` and a proof. This one says $(\sqrt3)^2=3$ in the complex numbers.

```lean
/-- The product of two spin-3/2 matrices, entry by entry. -/
theorem spin_mul (u v w a b c : ℂ) : spin u v w * spin a b c =
    !![9 * (w * c) / 4 + s3 ^ 2 * (u * b) / 4, s3 * (3 * (w * a) + u * c) / 4,
        s3 * (u * a) / 2, 0;
       s3 * (3 * (v * c) + w * b) / 4, s3 ^ 2 * (v * a) / 4 + w * c / 4 + u * b,
        (w * a - u * c) / 2, s3 * (u * a) / 2;
       s3 * (v * b) / 2, (v * c - w * b) / 2,
        v * a + w * c / 4 + s3 ^ 2 * (u * b) / 4, -(s3 * (w * a + 3 * (u * c))) / 4;
       0, s3 * (v * b) / 2, -(s3 * (v * c + 3 * (w * b))) / 4,
        s3 ^ 2 * (v * a) / 4 + 9 * (w * c) / 4] := by
  ext i j
  fin_cases i <;> fin_cases j <;>
    simp [spin, Matrix.mul_apply, Fin.sum_univ_succ, -mul_eq_zero, -mul_eq_mul_left_iff,
      -mul_eq_mul_right_iff] <;> ring
```

This is the general product of two spin matrices. `ext i j` reduces a matrix equation to its entries, `fin_cases` lists all sixteen, and `ring` finishes the algebra.

```lean
set_option maxHeartbeats 400000 in
/-- The three matrices obey the angular momentum commutation relations, and the total
squared spin is 15/4. -/
theorem spin_algebra :
    Jx * Jy - Jy * Jx = Complex.I • Jz ∧ Jy * Jz - Jz * Jy = Complex.I • Jx ∧
    Jz * Jx - Jx * Jz = Complex.I • Jy ∧
    Jx * Jx + Jy * Jy + Jz * Jz = (15 / 4 : ℂ) • (1 : Matrix (Fin 4) (Fin 4) ℂ) := by
  simp only [Jx, Jy, Jz, spin_mul, s3_sq]
  refine ⟨?_, ?_, ?_, ?_⟩ <;> ext i j <;> fin_cases i <;> fin_cases j <;>
    simp [spin, -mul_eq_zero, -mul_eq_mul_left_iff, -mul_eq_mul_right_iff] <;>
    ring_nf <;> rw [Complex.I_sq] <;> ring
```

The statement is $[J_x,J_y]=iJ_z$ with its cyclic partners, and $J_x^2+J_y^2+J_z^2=\tfrac{15}4=\tfrac32\cdot\tfrac52$. By hand, $J_+J_--J_-J_+$ has diagonal $3,1,-1,-3$, so it equals $2J_z$. Together with $[J_z,J_\pm]=\pm J_\pm$ this gives the commutators. The total is $m^2+\tfrac12(J_+J_-+J_-J_+)$, which is $\tfrac94+\tfrac32$ for the outer states and $\tfrac14+\tfrac72$ for the inner ones. Lean compares entries using `spin_mul`.

```lean
set_option maxHeartbeats 400000 in
/-- Measured from g1 k², the Hamiltonian has one diagonal term, up to sign, and couplings that
change m by one or by two. -/
theorem luttinger_block (g1 g2 g3 x y z : ℝ) :
    luttinger g1 g2 g3 x y z - (g1 * (x ^ 2 + y ^ 2 + z ^ 2) : ℂ) • 1 =
      block (diagTerm g2 x y z) (oneStep g3 x y z) (oneStep g3 x (-y) z)
        (twoStep g2 g3 x y) (twoStep g2 g3 x (-y)) := by
  simp only [luttinger, Jx, Jy, Jz, spin_mul, s3_sq]
  ext i j
  fin_cases i <;> fin_cases j <;>
    simp [block, diagTerm, oneStep, twoStep, -mul_eq_zero, -mul_eq_mul_left_iff,
      -mul_eq_mul_right_iff] <;> ring
```

The claim is $H-g_1k^2=B$, where $t'$ and $r'$ are $t$ and $r$ with $y\to-y$. By hand:

- **Diagonal.** For $m=\pm\tfrac32$, $J_x^2$ and $J_y^2$ contribute $\tfrac34$ and $J_z^2$ contributes $\tfrac94$, so the element is $\tfrac52g_2k^2-2g_2[\tfrac34(x^2+y^2)+\tfrac94z^2]=d$. For $m=\pm\tfrac12$ the values are $\tfrac74$ and $\tfrac14$, which give $-d$.
- **One step.** Between $\tfrac32$ and $\tfrac12$, $J_zJ_x+J_xJ_z$ gives $\sqrt3$ and $J_yJ_z+J_zJ_y$ gives $-i\sqrt3$, hence $t$. The sum of the two $m$ values enters as a factor, so the middle coupling vanishes and the last one is $-t$.
- **Two steps.** $J_x^2$ and $J_y^2$ give $\pm\tfrac{\sqrt3}2$, and $J_xJ_y+J_yJ_x$ gives $-i\sqrt3$, hence $r$.

For real inputs $t'=t^*$ and $r'=r^*$, so $H$ is Hermitian.

```lean
/-- The diagonal term squared plus the two products of couplings equals four times the
quartic invariant. -/
theorem couplings_sq (g2 g3 x y z : ℝ) :
    diagTerm g2 x y z ^ 2 + oneStep g3 x y z * oneStep g3 x (-y) z
      + twoStep g2 g3 x y * twoStep g2 g3 x (-y) = 4 * (splitSq g2 g3 x y z : ℂ) := by
  simp only [diagTerm, oneStep, twoStep, splitSq]
  push_cast
  linear_combination
    (4 * (g3 : ℂ) ^ 2 * z ^ 2 * (x ^ 2 - Complex.I ^ 2 * y ^ 2)
      + (g2 : ℂ) ^ 2 * (x ^ 2 - y ^ 2) ^ 2
      - 4 * Complex.I ^ 2 * (g3 : ℂ) ^ 2 * x ^ 2 * y ^ 2) * s3_sq
    - 12 * (g3 : ℂ) ^ 2 * y ^ 2 * (z ^ 2 + x ^ 2) * Complex.I_sq
```

The three contributions are
$$d^2=g_2^2(x^2+y^2-2z^2)^2,\quad tt'=12g_3^2z^2(x^2+y^2),$$
$$rr'=3g_2^2(x^2-y^2)^2+12g_3^2x^2y^2.$$
The $g_2^2$ terms add up to $4g_2^2(k^4-3C)$ and the $g_3^2$ terms to $12g_3^2C$. The total is $4S$. `linear_combination` does this expansion, using $(\sqrt3)^2=3$ and $i^2=-1$ with the stated multipliers.

## The square and the secular determinant

```lean
/-- Measured from g1 k², the Luttinger Hamiltonian is traceless and its square is four times
the quartic invariant times the identity. -/
theorem luttinger_traceless_sq (g1 g2 g3 x y z : ℝ) :
    (luttinger g1 g2 g3 x y z - (g1 * (x ^ 2 + y ^ 2 + z ^ 2) : ℂ) • 1).trace = 0 ∧
    (luttinger g1 g2 g3 x y z - (g1 * (x ^ 2 + y ^ 2 + z ^ 2) : ℂ) • 1) ^ 2 =
      (4 * (splitSq g2 g3 x y z : ℂ)) • 1 := by
  have hsq : ∀ q t t' r r' : ℂ,
      block q t t' r r' ^ 2 = (q ^ 2 + t * t' + r * r') • 1 := by
    intro q t t' r r'
    rw [pow_two]
    ext i j
    fin_cases i <;> fin_cases j <;>
      simp [block, Matrix.mul_apply, Fin.sum_univ_succ] <;> grind
  rw [luttinger_block]
  constructor
  · simp [block, Matrix.trace, Fin.sum_univ_succ]
  · rw [hsq, couplings_sq]
```

The symbol `∧` means "and": the trace of $H-g_1k^2$ is zero, and its square is $4S$ times the identity. The diagonal $d,-d,-d,d$ gives the trace. In blocks, the off-diagonal parts of $B^2$ are $Ar-rA=0$ and $r'A-Ar'=0$, while both diagonal parts are $A^2+rr'=d^2+tt'+rr'$. The inner statement `hsq` checks this entry by entry, and `couplings_sq` turns the sum into $4S$.

In a calculation with $S>0$, this square gives the projectors $\tfrac12\bigl(1\pm(H-g_1k^2)/2\sqrt S\bigr)$ onto the upper and lower doublets. They need no diagonalisation and no choice of basis within a degenerate pair.

```lean
/-- The secular determinant of the Luttinger Hamiltonian is a perfect square. -/
theorem secular_det (g1 g2 g3 x y z : ℝ) (E : ℂ) :
    (E • 1 - luttinger g1 g2 g3 x y z).det =
      ((E - g1 * (x ^ 2 + y ^ 2 + z ^ 2)) ^ 2 - 4 * (splitSq g2 g3 x y z : ℂ)) ^ 2 := by
  have hdet : ∀ e q t t' r r' : ℂ, (e • 1 - block q t t' r r').det =
      (e ^ 2 - (q ^ 2 + t * t' + r * r')) ^ 2 := by
    intro e q t t' r r'
    have h : e • 1 - block q t t' r r' =
        !![e - q, -t, -r, 0; -t', e + q, 0, -r; -r', 0, e + q, t; 0, -r', t', e - q] := by
      ext i j
      fin_cases i <;> fin_cases j <;> simp [block]
    rw [h, Matrix.det_succ_row_zero]
    simp [Fin.sum_univ_succ, Matrix.det_fin_three, Fin.succAbove]
    ring
  rw [← couplings_sq, ← hdet, ← luttinger_block g1, sub_smul]
  congr 1
  abel
```

For every complex $E$, $\det(E-H)=[(E-g_1k^2)^2-4S]^2$. Put $e=E-g_1k^2$. The blocks of $e-B$ commute, so
$$\det(e-B)=\det[(e-A)(e+A)-rr']=[e^2-(d^2+tt'+rr')]^2.$$
The last step uses $A^2=d^2+tt'$ and the 2×2 size of the remaining matrix. Lean instead expands the 4×4 determinant along its first row in `hdet`, then substitutes the two earlier results.

## Real energies in every direction

```lean
/-- In every direction the quartic invariant lies between the smaller and the larger of
g2² k⁴ and g3² k⁴. -/
theorem warping_bounds (g2 g3 x y z : ℝ) :
    min (g2 ^ 2) (g3 ^ 2) * (x ^ 2 + y ^ 2 + z ^ 2) ^ 2 ≤ splitSq g2 g3 x y z ∧
    splitSq g2 g3 x y z ≤ max (g2 ^ 2) (g3 ^ 2) * (x ^ 2 + y ^ 2 + z ^ 2) ^ 2 := by
  -- the invariant combines g2² and g3² with the non-negative weights p and w
  obtain ⟨w, hw⟩ : ∃ w, w = 3 * (x ^ 2 * y ^ 2 + y ^ 2 * z ^ 2 + z ^ 2 * x ^ 2) := ⟨_, rfl⟩
  obtain ⟨p, hp⟩ : ∃ p, p = (x ^ 2 + y ^ 2 + z ^ 2) ^ 2 - w := ⟨_, rfl⟩
  have hw0 : 0 ≤ w := by rw [hw]; positivity
  have hp0 : 0 ≤ p := by
    rw [hp, hw]
    nlinarith [sq_nonneg (x ^ 2 - y ^ 2), sq_nonneg (y ^ 2 - z ^ 2), sq_nonneg (z ^ 2 - x ^ 2)]
  have hS : splitSq g2 g3 x y z = g2 ^ 2 * p + g3 ^ 2 * w := by
    rw [hp, hw, splitSq]; ring
  have hk : (x ^ 2 + y ^ 2 + z ^ 2) ^ 2 = p + w := by rw [hp]; ring
  rw [hS, hk, mul_add, mul_add]
  exact ⟨add_le_add (mul_le_mul_of_nonneg_right (min_le_left _ _) hp0)
      (mul_le_mul_of_nonneg_right (min_le_right _ _) hw0),
    add_le_add (mul_le_mul_of_nonneg_right (le_max_left _ _) hp0)
      (mul_le_mul_of_nonneg_right (le_max_right _ _) hw0)⟩
```

In every direction $S$ lies between the smaller and the larger of $g_2^2k^4$ and $g_3^2k^4$, which bounds the warping of the bands. Set $w=3C$ and $p=k^4-w$. Then $S=g_2^2p+g_3^2w$ and $p+w=k^4$, with $w\ge0$ and
$$p=\tfrac12\left[(x^2-y^2)^2+(y^2-z^2)^2+(z^2-x^2)^2\right]\ge0.$$
`nlinarith` finds the second inequality from the listed squares. The rest replaces $g_2^2$ and $g_3^2$ by their minimum or maximum.

Real wavevectors matter here. Take the complex wavevector $(1,i,0)$ with $g_2=0$, $g_3=1$. Then $k^2=0$ and $C=-1$, so $S=-3$: the lower bound fails, and the energies are $\pm2i\sqrt3$.

```lean
/-- The secular determinant is (E - E₊)² (E - E₋)² with the real energies E± = g1 k² ± 2 √S, where S
is the quartic invariant. -/
theorem two_doublets (g1 g2 g3 x y z : ℝ) (E : ℂ) :
    (E • 1 - luttinger g1 g2 g3 x y z).det =
      (E - (g1 * (x ^ 2 + y ^ 2 + z ^ 2) + 2 * Real.sqrt (splitSq g2 g3 x y z) : ℝ)) ^ 2 *
      (E - (g1 * (x ^ 2 + y ^ 2 + z ^ 2) - 2 * Real.sqrt (splitSq g2 g3 x y z) : ℝ)) ^ 2 := by
  have h0 : 0 ≤ splitSq g2 g3 x y z :=
    le_trans (mul_nonneg (le_min (sq_nonneg _) (sq_nonneg _)) (sq_nonneg _))
      (warping_bounds g2 g3 x y z).1
  have h : ((Real.sqrt (splitSq g2 g3 x y z) : ℝ) : ℂ) ^ 2 = (splitSq g2 g3 x y z : ℂ) := by
    rw [← Complex.ofReal_pow, Real.sq_sqrt h0]
  rw [secular_det, ← h]
  push_cast
  ring
```

The determinant is $(E-E_+)^2(E-E_-)^2$ with real $E_\pm=g_1k^2\pm2\sqrt S$. The lower bound gives $S\ge0$, so $(\sqrt S)^2=S$ and the difference of squares factorises. Since $H$ is Hermitian, each double root carries two independent states. The doublets merge into one fourfold level when $S=0$, for instance at $k=0$.

For electronic-structure work within this four-band quadratic model, the formula gives heavy- and light-hole energies directly, and a numerical diagonalisation can be compared with it at any wavevector.

```lean
/-- The secular determinant is (E - E₊)² (E - E₋)², where E± = (g1 ± 2 g2) k² along [100], at
wavevector (q, 0, 0) with k² = q², and E± = (g1 ± 2 g3) k² along [111], at wavevector (q, q, q) with
k² = 3q². -/
theorem inverse_masses (g1 g2 g3 q : ℝ) (E : ℂ) :
    (E • 1 - luttinger g1 g2 g3 q 0 0).det =
      (E - (g1 + 2 * g2) * q ^ 2) ^ 2 * (E - (g1 - 2 * g2) * q ^ 2) ^ 2 ∧
    (E • 1 - luttinger g1 g2 g3 q q q).det =
      (E - (g1 + 2 * g3) * (3 * q ^ 2)) ^ 2 * (E - (g1 - 2 * g3) * (3 * q ^ 2)) ^ 2 := by
  constructor <;> rw [secular_det, splitSq] <;> push_cast <;> ring

end

end LuttingerInvariants
```

In this theorem $q$ is a wavevector component. At $(q,0,0)$, $k^2=q^2$ and $C=0$, so $S=g_2^2q^4$ and the energies are $(g_1\pm2g_2)k^2$. At $(q,q,q)$, $k^2=3q^2$ and $C=3q^4$, so $S=9g_3^2q^4$ and the energies are $(g_1\pm2g_3)k^2$. The coefficients of $k^2$ are the inverse masses in units of $1/m_0$. Lean inserts each wavevector into `secular_det` and compares polynomials, so no square root or sign choice for $g_2$ and $g_3$ is needed.

```lean
#print axioms LuttingerInvariants.luttinger_traceless_sq
-- 'LuttingerInvariants.luttinger_traceless_sq' depends on axioms: [propext, Classical.choice, Quot.sound]
#print axioms LuttingerInvariants.secular_det
-- 'LuttingerInvariants.secular_det' depends on axioms: [propext, Classical.choice, Quot.sound]
#print axioms LuttingerInvariants.two_doublets
-- 'LuttingerInvariants.two_doublets' depends on axioms: [propext, Classical.choice, Quot.sound]
#print axioms LuttingerInvariants.inverse_masses
-- 'LuttingerInvariants.inverse_masses' depends on axioms: [propext, Classical.choice, Quot.sound]
```
